# An $M \times N$ honeycomb torus with $M, N \ge 2$ has a singular adjacency matrix exactly when 3 divides both $M$ and $N$

Model graphene by a periodic cluster of $4 \times 4$ cells with equal nearest-neighbour hopping, and at half filling there is a gap between the occupied and the empty levels. Enlarge the cluster to $6 \times 6$ and the gap is gone; at $7 \times 7$ it is back. Read without a rule for the cluster size, such results look like erratic convergence, or like a band gap that the sheet does not have. The rule is a divisibility condition on the two circumferences.

## Bloch phases that cancel

Let $x$ be an integer modulo $M$ and $y$ an integer modulo $N$. Each cell $(x,y)$ holds one site of each sublattice. The first-sublattice site in cell $(x,y)$ is bonded to the second-sublattice sites in cells $(x,y)$, $(x+1,y)$ and $(x,y+1)$. Write $B$ for the matrix of these bonds, with rows for the first sublattice and columns for the second. The adjacency matrix and its square are

$$A=\begin{pmatrix}0&B\\B^{T}&0\end{pmatrix},\qquad A^2=\begin{pmatrix}BB^{T}&0\\0&B^{T}B\end{pmatrix}.$$

Hence $(\det A)^2=(\det B)^4$, and $A$ is singular exactly when $B$ is.

For $M,N\ge2$ the three neighbours are distinct, so $Bf=0$ means

$$f(x,y)+f(x+1,y)+f(x,y+1)=0\quad\text{for all }x,y.$$

Suppose that a nonzero solution exists. The solutions form a finite-dimensional complex space, and shifting a solution by one cell along $x$ gives another solution. The shift therefore has an eigenvector $g$ in this space, with $g(x+1,y)=s\,g(x,y)$. The equation then fixes the other shift: $g(x,y+1)=t\,g(x,y)$ with $t=-1-s$. Start at a site where $g\neq0$ and go once around the torus in each direction. This gives

$$s^M=1,\qquad t^N=1,\qquad 1+s+t=0.$$

Both phases have modulus one, so

$$1=|t|^2=(1+s)(1+\bar s)=2+s+\bar s,$$

that is, $1+s+\bar s=0$. Multiplication by $s$ gives $s^2+s+1=0$. Then $s^3-1=(s-1)(s^2+s+1)=0$, while $s=1$ would give $3=0$. So $s$ has order exactly three, and $s^M=1$ forces $3\mid M$. The conditions are symmetric in the two phases, so $3\mid N$ as well.

Conversely, let 3 divide both $M$ and $N$. Then $x-y$ has a well-defined residue modulo 3. Put the amplitude $1$, $-1$ or $0$ on a second-sublattice site according to whether this residue is 0, 1 or 2. The three neighbours of any first-sublattice site have residues $d$, $d+1$ and $d-1$, which are all three residues, so the amplitudes add to zero. Two thirds of the $MN$ sites carry $\pm1$, and the normalised amplitudes are $\pm\sqrt{3/(2MN)}$.

The solutions $s=e^{\pm2\pi i/3}$ are the Dirac points of graphene. In the non-interacting nearest-neighbour model, the rule tells which $M\times N$ meshes of wave vectors containing $\Gamma$ also contain these points, which matters when a gap is read off such a mesh.

The familiar metallicity rule for nanotubes concerns an infinitely long tube, where only the circumference restricts the phases. The torus here is also closed after $N$ steps along the second lattice vector, which restricts the other phase, hence the two conditions.

## The torus and its Hamiltonian in Lean

```lean
import Mathlib

open Matrix

namespace HoneycombTorus

noncomputable section
```

The type `ZMod M × ZMod N` labels the cells, and its arithmetic supplies the periodic boundary conditions.

```lean
/-- The bonds from the first to the second sublattice: cell `(x, y)` is bonded to
`(x, y)`, `(x + 1, y)` and `(x, y + 1)`, with entry 1 for a bond and 0 otherwise. -/
def bond (M N : ℕ) : Matrix (ZMod M × ZMod N) (ZMod M × ZMod N) ℂ :=
  Matrix.of fun a b =>
    if b = a ∨ b = (a.1 + 1, a.2) ∨ b = (a.1, a.2 + 1) then 1 else 0
```

`bond M N` is $B$. Its entries are 0 or 1, so two bonds that happen to join the same pair of sites count once. This convention matters only when a circumference is 1.

```lean
/-- The adjacency matrix of the honeycomb torus, whose bonds join only different sublattices. -/
def adjacency (M N : ℕ) : Matrix ((ZMod M × ZMod N) ⊕ (ZMod M × ZMod N))
    ((ZMod M × ZMod N) ⊕ (ZMod M × ZMod N)) ℂ :=
  Matrix.fromBlocks 0 (bond M N) (bond M N)ᵀ 0
```

The sum type `⊕` places the two sublattices side by side, the first on the left.

```lean
/-- The Hückel Hamiltonian with on-site energy `α` and hopping `β` on every bond. -/
def huckel (M N : ℕ) (α β : ℂ) : Matrix ((ZMod M × ZMod N) ⊕ (ZMod M × ZMod N))
    ((ZMod M × ZMod N) ⊕ (ZMod M × ZMod N)) ℂ :=
  α • 1 + β • adjacency M N
```

The Hamiltonian has one on-site energy `α` and one hopping `β`, the resonance integral between neighbouring $\pi$ orbitals. The theorems allow complex values; physical ones are real. Curvature, unequal bonds, overlap and electron repulsion are all absent from the model. The sheet is closed after $M$ and $N$ steps along two lattice vectors at 60° to each other. Seen as a tube bent into a ring, it therefore has its ends joined with a twist in general, and the rule for a tube closed without a twist can differ.

```lean
/-- The amplitudes on one sublattice whose sum over the three sites
`(x, y)`, `(x + 1, y)`, `(x, y + 1)` vanishes for every `x` and `y`. -/
def zeroModes (M N : ℕ) : Submodule ℂ (ZMod M × ZMod N → ℂ) where
  carrier := {g | ∀ x y, g (x, y) + g (x + 1, y) + g (x, y + 1) = 0}
  add_mem' := by
    intro g h hg hh x y
    have h1 : g (x, y) + g (x + 1, y) + g (x, y + 1) = 0 := hg x y
    have h2 : h (x, y) + h (x + 1, y) + h (x, y + 1) = 0 := hh x y
    change (g (x, y) + h (x, y)) + (g (x + 1, y) + h (x + 1, y))
      + (g (x, y + 1) + h (x, y + 1)) = 0
    linear_combination h1 + h2
  zero_mem' := by
    intro x y
    simp
  smul_mem' := by
    intro c g hg x y
    have h1 : g (x, y) + g (x + 1, y) + g (x, y + 1) = 0 := hg x y
    change c * g (x, y) + c * g (x + 1, y) + c * g (x, y + 1) = 0
    linear_combination c * h1
```

`zeroModes` is the solution space of the three-term equation. The three proofs inside it show that it is closed under sums and multiples and contains zero.

```lean
/-- The amplitudes 1, -1, 0 on the three residues modulo 3. -/
def pattern (d : ZMod 3) : ℤ := if d = 0 then 1 else if d = 1 then -1 else 0
```

These are the amplitudes of the explicit mode. They are integers, so that their sum can be checked by enumeration.

## Reduction to one sublattice

```lean
/-- The adjacency matrix is singular exactly when the bond matrix between the sublattices is. -/
theorem det_adjacency_eq_zero_iff (M N : ℕ) [NeZero M] [NeZero N] :
    (adjacency M N).det = 0 ↔ (bond M N).det = 0 := by
  -- the square of the adjacency matrix is block diagonal
  have h : (adjacency M N).det * (adjacency M N).det
      = ((bond M N).det * (bond M N).det) * ((bond M N).det * (bond M N).det) := by
    rw [← Matrix.det_mul, adjacency, Matrix.fromBlocks_multiply]
    simp [Matrix.det_fromBlocks_zero₂₁, Matrix.det_mul, Matrix.det_transpose]
  constructor
  · intro h0
    simpa [h0] using h
  · intro h0
    simpa [h0] using h
```

The equation `h` is $(\det A)^2=(\det B)^4$, obtained by multiplying out the blocks. Each direction of the equivalence follows by setting one determinant to zero.

```lean
/-- If both circumferences are at least 2, the bond matrix adds the amplitudes on the
three neighbours of a site. -/
theorem bond_mulVec {M N : ℕ} [NeZero M] [NeZero N] (hM : 2 ≤ M) (hN : 2 ≤ N)
    (f : ZMod M × ZMod N → ℂ) (x : ZMod M) (y : ZMod N) :
    (bond M N *ᵥ f) (x, y) = f (x, y) + f (x + 1, y) + f (x, y + 1) := by
  have : Fact (1 < M) := ⟨hM⟩
  have : Fact (1 < N) := ⟨hN⟩
  -- the three neighbours are distinct, so the indicator of a bond splits
  have key : ∀ b, bond M N (x, y) b * f b = (if b = (x, y) then f b else 0)
      + (if b = (x + 1, y) then f b else 0) + (if b = (x, y + 1) then f b else 0) := by
    intro b
    by_cases e1 : b = (x, y)
    · subst e1
      simp [bond]
    · by_cases e2 : b = (x + 1, y)
      · subst e2
        simp [bond]
      · by_cases e3 : b = (x, y + 1)
        · subst e3
          simp [bond]
        · simp [bond, e1, e2, e3]
  simp only [Matrix.mulVec, dotProduct]
  rw [Finset.sum_congr rfl (fun b _ => key b)]
  simp [Finset.sum_add_distrib]
```

Here the assumptions `2 ≤ M` and `2 ≤ N` do their work. The statement `key` splits the single condition "`b` is a neighbour" into three separate contributions, which is correct only if no two neighbours coincide. Summing over `b` then leaves three amplitudes.

## An eigenvector inside the space of zero modes

```lean
/-- A nonzero zero mode on the torus implies Bloch phases `s`, `t`, compatible with the
two circumferences, for which `1 + s + t` vanishes. -/
theorem exists_bloch_phases {M N : ℕ} [NeZero M] [NeZero N]
    {f : ZMod M × ZMod N → ℂ} (hf : f ∈ zeroModes M N) (hf0 : f ≠ 0) :
    ∃ s t : ℂ, s ^ M = 1 ∧ t ^ N = 1 ∧ 1 + s + t = 0 := by
  have : Nontrivial (zeroModes M N) :=
    ⟨⟨⟨f, hf⟩, 0, fun h => hf0 (congrArg Subtype.val h)⟩⟩
  -- translation along x preserves the zero modes, hence has an eigenvector among them
  let S : Module.End ℂ (zeroModes M N) :=
    { toFun := fun g => ⟨fun a => g.1 (a.1 + 1, a.2), by
        intro x y
        exact g.2 (x + 1) y⟩
      map_add' := fun _ _ => rfl
      map_smul' := fun _ _ => rfl }
  obtain ⟨s, hs⟩ := Module.End.exists_eigenvalue S
  obtain ⟨g, hg⟩ := hs.exists_hasEigenvector
  have hS : ∀ x y, g.1 (x + 1, y) = s * g.1 (x, y) := fun x y =>
    congrFun (congrArg Subtype.val hg.apply_eq_smul) (x, y)
  have hT : ∀ x y, g.1 (x, y + 1) = (-1 - s) * g.1 (x, y) := by
    intro x y
    have h : g.1 (x, y) + g.1 (x + 1, y) + g.1 (x, y + 1) = 0 := g.2 x y
    linear_combination h - hS x y
  obtain ⟨⟨x, y⟩, hxy⟩ : ∃ a, g.1 a ≠ 0 := by
    by_contra h
    push Not at h
    exact hg.2 (Subtype.ext (funext h))
  have hSn : ∀ n : ℕ, g.1 (x + n, y) = s ^ n * g.1 (x, y) := by
    intro n
    induction n with
    | zero => simp
    | succ n ih =>
      rw [Nat.cast_succ, ← add_assoc, hS, ih]
      ring
  have hTn : ∀ n : ℕ, g.1 (x, y + n) = (-1 - s) ^ n * g.1 (x, y) := by
    intro n
    induction n with
    | zero => simp
    | succ n ih =>
      rw [Nat.cast_succ, ← add_assoc, hT, ih]
      ring
  -- going once around the torus returns the same amplitude
  have h1 := hSn M
  have h2 := hTn N
  rw [ZMod.natCast_self, add_zero] at h1 h2
  refine ⟨s, -1 - s, mul_right_cancel₀ hxy ?_, mul_right_cancel₀ hxy ?_, by ring⟩
  · rw [one_mul]
    exact h1.symm
  · rw [one_mul]
    exact h2.symm
```

The proof turns on `Module.End.exists_eigenvalue`: a linear map from a nonzero finite-dimensional space over an algebraically closed field to itself has an eigenvalue. What matters is the space to which it is applied. On all functions on the torus, the shift certainly has eigenvectors, but they need not be zero modes. The proof therefore defines `S` on `zeroModes M N`, treated as a vector space in its own right.

Two things have to be supplied for this. The given mode `f` shows that the space is nonzero, which is the `Nontrivial` statement. Then each shifted function must be shown to be a zero mode again; the term `g.2 (x + 1) y` does so by reading the equation for `g` one cell further along. The eigenvector that comes back carries its membership with it, and `hT` uses this to obtain the second phase $-1-s$. No Fourier transform and no simultaneous diagonalisation of the two shifts is needed.

The inductions `hSn` and `hTn` follow the amplitude over $n$ steps. At $n=M$ and $n=N$ the walk closes, and cancelling the nonzero amplitude `hxy` gives the two root-of-unity conditions.

## Phases of order three

```lean
/-- If two phases of modulus one satisfy `1 + s + t = 0`, then `s ^ 2 + s + 1 = 0`. -/
theorem dirac_point {s t : ℂ} (hs : ‖s‖ = 1) (ht : ‖t‖ = 1) (h : 1 + s + t = 0) :
    s ^ 2 + s + 1 = 0 := by
  have hs' : s * starRingEnd ℂ s = 1 := by
    rw [Complex.mul_conj, Complex.normSq_eq_norm_sq, hs]
    norm_num
  have ht' : t * starRingEnd ℂ t = 1 := by
    rw [Complex.mul_conj, Complex.normSq_eq_norm_sq, ht]
    norm_num
  have h' := congrArg (starRingEnd ℂ) h
  simp only [map_add, map_one, map_zero] at h'
  have e : 1 + s + starRingEnd ℂ s = 0 := by
    linear_combination (1 + s) * h' - starRingEnd ℂ t * h + ht' - hs'
  linear_combination s * e - hs'
```

`starRingEnd ℂ` is complex conjugation. The intermediate equation `e` is $1+s+\bar s=0$, and the last line multiplies it by $s$ and uses $s\bar s=1$.

```lean
/-- If Bloch phases `s`, `t` satisfy `1 + s + t = 0` and `s` fits a nonzero circumference `M`
and `t` a nonzero circumference `N`, then 3 divides `M`. -/
theorem three_dvd_of_phases {M N : ℕ} (hM : M ≠ 0) (hN : N ≠ 0) {s t : ℂ}
    (hs : s ^ M = 1) (ht : t ^ N = 1) (h : 1 + s + t = 0) : 3 ∣ M := by
  have ns : ‖s‖ = 1 := (pow_eq_one_iff_of_nonneg (norm_nonneg s) hM).1 (by
    rw [← norm_pow, hs, norm_one])
  have nt : ‖t‖ = 1 := (pow_eq_one_iff_of_nonneg (norm_nonneg t) hN).1 (by
    rw [← norm_pow, ht, norm_one])
  have hq := dirac_point ns nt h
  have h3 : s ^ 3 = 1 := by linear_combination (s - 1) * hq
  have h1 : s ≠ 1 := by
    intro h1
    rw [h1] at hq
    norm_num at hq
  have ho : orderOf s = 3 := orderOf_eq_prime h3 h1
  rw [← ho]
  exact orderOf_dvd_of_pow_eq_one hs
```

A root of unity has modulus one, which gives `ns` and `nt`. Since 3 is prime, $s^3=1$ together with $s\ne1$ makes the order of $s$ equal to 3, and the order divides every exponent $M$ with $s^M=1$.

## The rule for both circumferences

```lean
/-- For circumferences `M, N ≥ 2`, the adjacency matrix of the honeycomb torus is singular exactly
when 3 divides both `M` and `N`. -/
theorem singular_iff {M N : ℕ} [NeZero M] [NeZero N] (hM : 2 ≤ M) (hN : 2 ≤ N) :
    (adjacency M N).det = 0 ↔ 3 ∣ M ∧ 3 ∣ N := by
  rw [det_adjacency_eq_zero_iff, ← Matrix.exists_mulVec_eq_zero_iff]
  constructor
  · rintro ⟨f, hf0, hf⟩
    have hmem : f ∈ zeroModes M N := by
      intro x y
      exact (bond_mulVec hM hN f x y).symm.trans (congrFun hf (x, y))
    obtain ⟨s, t, hs, ht, h⟩ := exists_bloch_phases hmem hf0
    exact ⟨three_dvd_of_phases (by omega) (by omega) hs ht h,
      three_dvd_of_phases (by omega) (by omega) ht hs (by linear_combination h)⟩
  · rintro ⟨h3M, h3N⟩
    -- the amplitude depends only on x - y modulo 3
    let φ := ZMod.castHom h3M (ZMod 3)
    let ψ := ZMod.castHom h3N (ZMod 3)
    have key : ∀ d : ZMod 3, pattern d + pattern (d + 1) + pattern (d - 1) = 0 := by
      decide
    refine ⟨fun a => (pattern (φ a.1 - ψ a.2) : ℂ), ?_, ?_⟩
    · intro h
      have h0 := congrFun h (0, 0)
      simp [pattern] at h0
    · funext ⟨x, y⟩
      rw [bond_mulVec hM hN]
      have e1 : φ (x + 1) - ψ y = φ x - ψ y + 1 := by
        rw [map_add, map_one]
        ring
      have e2 : φ x - ψ (y + 1) = φ x - ψ y - 1 := by
        rw [map_add, map_one]
        ring
      change (pattern (φ x - ψ y) : ℂ) + (pattern (φ (x + 1) - ψ y) : ℂ)
        + (pattern (φ x - ψ (y + 1)) : ℂ) = 0
      rw [e1, e2]
      exact_mod_cast key (φ x - ψ y)
```

The first line replaces the vanishing determinant by a nonzero vector that `bond` sends to zero. In the forward direction this vector is a zero mode, and the lemma on phases is used twice, the second time with $s$ and $t$ exchanged.

In the converse, `φ` and `ψ` reduce the two coordinates modulo 3; they exist because 3 divides $M$ and $N$. The cancellation `key` is checked by `decide` on the three residues, and `e1` and `e2` state how a step along $x$ or $y$ changes the residue. The amplitude 1 at the origin shows that the mode is nonzero.

```lean
/-- For `N ≥ 2`, the `N × N` honeycomb torus has a singular adjacency matrix exactly when
3 divides `N`. -/
theorem square_singular_iff {N : ℕ} [NeZero N] (hN : 2 ≤ N) :
    (adjacency N N).det = 0 ↔ 3 ∣ N := by
  rw [singular_iff hN hN, and_self]
```

For equal circumferences the two conditions become one.

```lean
/-- For `M, N ≥ 2` and nonzero hopping `β`, the Hückel Hamiltonian has an orbital at the
on-site energy `α` exactly when 3 divides both `M` and `N`. -/
theorem nonbonding_orbital_iff {M N : ℕ} [NeZero M] [NeZero N] (hM : 2 ≤ M) (hN : 2 ≤ N)
    (α : ℂ) {β : ℂ} (hβ : β ≠ 0) :
    (∃ ψ, ψ ≠ 0 ∧ huckel M N α β *ᵥ ψ = α • ψ) ↔ 3 ∣ M ∧ 3 ∣ N := by
  rw [← singular_iff hM hN, ← Matrix.exists_mulVec_eq_zero_iff]
  refine exists_congr fun ψ => and_congr_right fun _ => ?_
  have h : huckel M N α β *ᵥ ψ = α • ψ + β • (adjacency M N *ᵥ ψ) := by
    simp [huckel, Matrix.add_mulVec, Matrix.smul_mulVec]
  rw [h]
  simp [hβ]
```

This is the statement in terms of energies: a nonzero `ψ`, now an orbital, satisfies $H\psi=\alpha\psi$ exactly when $\beta A\psi=0$. With $\beta\neq0$, meaning that neighbouring orbitals do couple, this is $A\psi=0$. Without coupling every orbital would lie at $\alpha$, whatever the size. The theorem locates a level and says nothing about its occupation; the link to the gap between occupied and empty levels comes from half filling, where $\alpha$ is the Fermi level because the spectrum of this bipartite model is symmetric about it.

## A torus one cell around

```lean
/-- With coincident bonds counted once, the honeycomb torus with circumferences 1 and 2 has a
singular adjacency matrix. -/
theorem thin_torus_singular : (adjacency 1 2).det = 0 := by
  rw [det_adjacency_eq_zero_iff]
  have h : ∀ a b : ZMod 1 × ZMod 2,
      b = a ∨ b = (a.1 + 1, a.2) ∨ b = (a.1, a.2 + 1) := by decide
  have hb : ∀ a b, bond 1 2 a b = 1 := fun a b => if_pos (h a b)
  -- all entries are 1, so two rows coincide
  have hne : ((0, 0) : ZMod 1 × ZMod 2) ≠ (0, 1) := by decide
  refine Matrix.det_zero_of_row_eq hne ?_
  funext b
  rw [hb, hb]

end

end HoneycombTorus
```

On the $1\times2$ torus a step along $x$ leads back to the same cell, so two of the three bonds coincide. Every entry of `bond 1 2` is then 1, two rows are equal, and the determinant vanishes although 3 divides neither circumference. The rule thus fails here under the 0/1 convention. If the coincident bonds were counted twice, the matrix would have 2 on the diagonal and 1 elsewhere, with determinant 3.

```lean
#print axioms HoneycombTorus.square_singular_iff
-- 'HoneycombTorus.square_singular_iff' depends on axioms: [propext, Classical.choice, Quot.sound]
#print axioms HoneycombTorus.nonbonding_orbital_iff
-- 'HoneycombTorus.nonbonding_orbital_iff' depends on axioms: [propext, Classical.choice, Quot.sound]
#print axioms HoneycombTorus.thin_torus_singular
-- 'HoneycombTorus.thin_torus_singular' depends on axioms: [propext, Classical.choice, Quot.sound]
```
